# For the tight-binding band −2 cos k, the momenta in one period with energy within d of the band minimum have total length at most π√d

The theorem `tight_binding_upper` concerns a single particle in the one-dimensional band E(k) = −2 cos k, whose lowest energy is −2. For every d ≥ 0 it states that the set of momenta k in [0, 2π] with E(k) ≤ −2 + d has length at most π√d; this is a plain length, not divided by 2π. The proof uses periodicity to move to the cell (−π, π], where cos k ≤ 1 − 2k²/π². This bound places the momenta in question in the interval from −(π/2)√d to (π/2)√d, which has length π√d.

The failing Lean file:

```lean
import Mathlib

open MeasureTheory Set Filter Topology
open scoped Real

namespace TightBindingUpper

/-- The length of the set of crystal momenta in the cell `[0, 2π]` whose band energy is
at most `ε`. -/
noncomputable def stateLength (E : ℝ → ℝ) (ε : ℝ) : ℝ :=
  volume.real ({k | E k ≤ ε} ∩ Icc 0 (2 * π))

/-- For a continuous band of period `2π`, every momentum cell of length `2π` contains the
same length of momenta with energy at most `ε`. -/
theorem length_in_cell {E : ℝ → ℝ} (hE : Continuous E)
    (hp : Function.Periodic E (2 * π)) (ε a : ℝ) :
    volume.real ({k | E k ≤ ε} ∩ Ioc a (a + 2 * π)) = stateLength E ε := by
  have hS : MeasurableSet {k | E k ≤ ε} := (isClosed_le hE continuous_const).measurableSet
  have hper : Function.Periodic (indicator {k | E k ≤ ε} (fun _ => (1 : ℝ))) (2 * π) := by
    intro k
    simp only [indicator, mem_ofPred_eq, hp k]
  -- the length is the integral of a periodic indicator function
  have key : ∀ b : ℝ, ∫ k in b..(b + 2 * π), indicator {k | E k ≤ ε} (fun _ => (1 : ℝ)) k
      = volume.real ({k | E k ≤ ε} ∩ Ioc b (b + 2 * π)) := by
    intro b
    rw [intervalIntegral.integral_of_le (by linarith [Real.pi_pos]),
      integral_indicator_const _ hS, measureReal_restrict_apply hS, smul_eq_mul, mul_one]
  rw [← key a, hper.intervalIntegral_add_eq a 0, key 0, zero_add]
  exact measureReal_congr (ae_eq_set_inter (EventuallyEq.refl _ _) Ioc_ae_eq_Icc)

/-- For the tight-binding band `-2 cos k` the momenta in `[0, 2π]` with energy within `d ≥ 0` of
`-2` have length at most `π √d`. -/
theorem tight_binding_upper {d : ℝ} (hd : 0 ≤ d) :
    stateLength (fun k => -2 * Real.cos k) (-2 + d) ≤ π * √d := by
  have hp : Function.Periodic (fun k => -2 * Real.cos k) (2 * π) := fun k => by
    simp only [Real.cos_add_two_pi]
  rw [← length_in_cell (by fun_prop) hp _ (-π)]
  have hw : 0 ≤ π / 2 * √d := by positivity
  have hsub : {k | -2 * Real.cos k ≤ -2 + d} ∩ Ioc (-π) (-π + 2 * π) ⊆
      Icc (-(π / 2 * √d)) (π / 2 * √d) := by
    rintro k ⟨hk, hk1, hk2⟩
    have hk' : -2 * Real.cos k ≤ -2 + d := hk
    -- the cosine lies below a parabola on the whole cell
    have hcos := Real.cos_quadratic_upper_bound (abs_le.2 ⟨hk1.le, by linarith⟩)
    have h1 : 4 / π ^ 2 * k ^ 2 ≤ d := by
      have h2 : 4 / π ^ 2 * k ^ 2 = 2 * (2 / π ^ 2 * k ^ 2) := by ring
      linarith
    have h3 : k ^ 2 ≤ (π / 2 * √d) ^ 2 := by
      rw [mul_pow, Real.sq_sqrt hd]
      calc k ^ 2 = (π / 2) ^ 2 * (4 / π ^ 2 * k ^ 2) := by
            field_simp
            try norm_num
        _ ≤ (π / 2) ^ 2 * d := by gcongr
    exact abs_le.1 (abs_le_of_sq_le_sq h3 hw)
  have h := measureReal_mono hsub (measure_Icc_lt_top (μ := volume)).ne
  rw [Real.volume_real_Icc_of_le (by linarith)] at h
  linarith

end TightBindingUpper
```

Lean reports:

```
Main.lean:44:17: error(lean.unknownIdentifier): Unknown constant `Real.cos_quadratic_upper_bound`
```

This version goes through:

```diff
@@ -42,5 +42,20 @@
     have hk' : -2 * Real.cos k ≤ -2 + d := hk
     -- the cosine lies below a parabola on the whole cell
-    have hcos := Real.cos_quadratic_upper_bound (abs_le.2 ⟨hk1.le, by linarith⟩)
+    have hcos : Real.cos k ≤ 1 - 2 / π ^ 2 * k ^ 2 := by
+      have habs : |k| ≤ π := abs_le.2 ⟨hk1.le, by linarith⟩
+      have hj := Real.mul_le_sin (x := |k| / 2) (by positivity) (by linarith)
+      have hsq := pow_le_pow_left₀ (by positivity) hj 2
+      have e1 : (2 / π * (|k| / 2)) ^ 2 = k ^ 2 / π ^ 2 := by
+        rw [← sq_abs k]
+        ring
+      have e2 : Real.cos k = 1 - 2 * Real.sin (|k| / 2) ^ 2 := by
+        have h := Real.cos_two_mul (|k| / 2)
+        have h2 : 2 * (|k| / 2) = |k| := by ring
+        rw [h2, Real.cos_abs] at h
+        linarith [Real.sin_sq_add_cos_sq (|k| / 2)]
+      have e3 : 2 / π ^ 2 * k ^ 2 = 2 * (k ^ 2 / π ^ 2) := by ring
+      rw [e1] at hsq
+      rw [e2, e3]
+      linarith
     have h1 : 4 / π ^ 2 * k ^ 2 ≤ d := by
       have h2 : 4 / π ^ 2 * k ^ 2 = 2 * (2 / π ^ 2 * k ^ 2) := by ring
@@ -48,7 +63,7 @@
     have h3 : k ^ 2 ≤ (π / 2 * √d) ^ 2 := by
       rw [mul_pow, Real.sq_sqrt hd]
-      calc k ^ 2 = (π / 2) ^ 2 * (4 / π ^ 2 * k ^ 2) := by
-            field_simp
-            try norm_num
+      calc k ^ 2 = (π * π⁻¹) ^ 2 * k ^ 2 := by
+            rw [mul_inv_cancel₀ Real.pi_ne_zero, one_pow, one_mul]
+        _ = (π / 2) ^ 2 * (4 / π ^ 2 * k ^ 2) := by ring
         _ ≤ (π / 2) ^ 2 * d := by gcongr
     exact abs_le.1 (abs_le_of_sq_le_sq h3 hw)
```

Diagnosis. The message means that Lean found no constant named `Real.cos_quadratic_upper_bound` in the environment, so `hcos`, the parabolic bound on the cosine, had no proof. The inequality itself is true, and the repair proves it on the spot. `Real.mul_le_sin`, applied to |k|/2, which lies between 0 and π/2, gives |k|/π ≤ sin(|k|/2). Squaring this and using cos k = 1 − 2 sin²(|k|/2) yields the bound the rest of the proof needs.

The diff also rewrites the first step of the `calc` block. In place of `field_simp` and `try norm_num`, it inserts the factor (π · π⁻¹)², justified by `mul_inv_cancel₀` and `Real.pi_ne_zero`, and leaves the rearrangement to `ring`. No message reports a fault in the old step, so the messages do not show that this second change was needed.
